# A spherical atom fitted to a polarized two-Gaussian hydrogen density is displaced towards the bond partner

A: Model the hydrogen density as two Gaussians of equal width: a fraction $1-w$ centred on the proton at $0$, and a fraction $w$ centred at $d>0$, towards the bond partner. For $0<w<1$, and with $k>0$ set by the widths, the overlap (up to a constant factor) with a spherical Gaussian atom floating at $c$,

$$F(c)=(1-w)e^{-kc^2}+w\,e^{-k(c-d)^2},$$

has a global maximum on the real line, and every global maximizer satisfies $0<c<d$. If the partner sits at $L\ge d$, the fitted bond is shorter than $L$.

```lean
import Mathlib

namespace FloatingHydrogenFit

noncomputable section
```

Q: Where does this $F$ come from? I would have expected an integral over densities.

A: It is that integral, already evaluated. Take the two parts of the density as Gaussians of equal exponent $b$ and the floating atom as a Gaussian of exponent $a$. Two Gaussians a distance $R$ apart overlap in proportion to $e^{-kR^2}$ with $k=ab/(a+b)$. The common prefactor does not affect the position of the maximum, so it is omitted.

```lean
/-- Overlap of a spherical Gaussian atom floating at `c` with a hydrogen density that has
weight `1 - w` at the proton (position `0`) and weight `w` at `d`, towards the bond partner;
`k` is the exponent of the Gaussian overlaps. -/
def overlap (k w d c : ℝ) : ℝ :=
  (1 - w) * Real.exp (-(k * c ^ 2)) + w * Real.exp (-(k * (c - d) ^ 2))
```

Here `k`, `w`, `d` and `c` are real numbers, and `c` runs along the bond axis only. The integral itself is not formalized; the file starts from its value.

Q: A refinement minimizes a squared residual. Why maximize an overlap?

A: For a density $\rho$ and an atom $g_c$ of fixed shape and amplitude,

$$\int(\rho-g_c)^2=\int\rho^2+\int g_c^2-2\int\rho\,g_c .$$

The first two terms do not depend on $c$, so the least-squares position is the one of largest overlap. `IsFit k w d c` says that no real position does better than `c`.

```lean
/-- The position `c` is a best fit: no other position of the floating atom has a larger
overlap with the density. -/
def IsFit (k w d c : ℝ) : Prop :=
  ∀ x, overlap k w d x ≤ overlap k w d c
```

Q: Then show me what holds the atom in place.

A: Differentiate:

$$F'(c)=2k\left[w(d-c)e^{-k(c-d)^2}-(1-w)c\,e^{-kc^2}\right].$$

The first term pulls the atom towards $d$, the second back to the proton. The Lean proof differentiates the two exponents, applies the chain rule, and lets `ring` match the result to this form.

```lean
/-- The derivative of the overlap with respect to the position of the floating atom is a pull
towards `d` minus a pull back to the proton. -/
theorem hasDerivAt_overlap (k w d c : ℝ) :
    HasDerivAt (overlap k w d)
      (2 * k * (w * (d - c) * Real.exp (-(k * (c - d) ^ 2))
        - (1 - w) * c * Real.exp (-(k * c ^ 2)))) c := by
  have h1 : HasDerivAt (fun x : ℝ => -(k * x ^ 2)) (-(k * (2 * c))) c :=
    (((hasDerivAt_id' c).fun_pow 2).const_mul k).fun_neg.congr_deriv (by norm_num)
  have h2 : HasDerivAt (fun x : ℝ => -(k * (x - d) ^ 2)) (-(k * (2 * (c - d)))) c :=
    ((((hasDerivAt_id' c).sub_const d).fun_pow 2).const_mul k).fun_neg.congr_deriv
      (by norm_num)
  exact ((h1.exp.const_mul (1 - w)).fun_add (h2.exp.const_mul w)).congr_deriv (by ring)
```

At a global maximum $F'(c)=0$, and since $2k\neq0$ the bracket vanishes:

$$w(d-c)e^{-k(c-d)^2}=(1-w)c\,e^{-kc^2}.$$

In Lean, a global maximizer is in particular a local one, so its derivative is zero, and the factor `2 * k` is then cancelled.

```lean
/-- At a best fit the pull towards `d` balances the pull towards the proton. -/
theorem fit_balance {k w d c : ℝ} (hk : 0 < k) (h : IsFit k w d c) :
    w * (d - c) * Real.exp (-(k * (c - d) ^ 2)) = (1 - w) * c * Real.exp (-(k * c ^ 2)) := by
  have hl : IsLocalMax (overlap k w d) c := Filter.Eventually.of_forall h
  have h0 := hl.hasDerivAt_eq_zero (hasDerivAt_overlap k w d c)
  have hk2 : 2 * k ≠ 0 := by positivity
  have h3 := (mul_eq_zero.mp h0).resolve_left hk2
  linarith
```

Q: A statement about every maximizer is empty if there are none. The real line is not compact.

A: Existence is therefore proved as well. If $y$ is no farther than $x$ from either centre, both exponentials are at least as large at $y$, and the weights are non-negative, so $F(x)\le F(y)$.

```lean
/-- Moving the floating atom from `x` to a point `y` that is no farther from either centre
does not lower the overlap. -/
theorem overlap_le_of_closer {k w d x y : ℝ} (hk : 0 ≤ k) (hw0 : 0 ≤ w) (hw1 : w ≤ 1)
    (h1 : y ^ 2 ≤ x ^ 2) (h2 : (y - d) ^ 2 ≤ (x - d) ^ 2) :
    overlap k w d x ≤ overlap k w d y := by
  have e1 := Real.exp_le_exp.2 (neg_le_neg (mul_le_mul_of_nonneg_left h1 hk))
  have e2 := Real.exp_le_exp.2 (neg_le_neg (mul_le_mul_of_nonneg_left h2 hk))
  unfold overlap
  exact add_le_add (mul_le_mul_of_nonneg_left e1 (by linarith))
    (mul_le_mul_of_nonneg_left e2 hw0)
```

On $[0,d]$ the continuous function $F$ has a maximum. A point $x<0$ is farther from both centres than $0$ is, and a point $x>d$ is farther from both than $d$ is. No outside point can therefore beat the maximum on the segment.

The location follows from the signs in the balance. If $c\le0$, the left side is positive and the right side is not. If $c\ge d$, the right side is positive and the left side is not. Both cases are contradictions, so $0<c<d$.

The theorem states the two claims as a conjunction. The first half of its proof splits the line at $0$ and $d$; the second half assumes each bad inequality in turn, and `linarith` finds the clash of signs.

```lean
/-- A best-fit position of the floating atom exists, and every best-fit position lies strictly
between the proton and the centre `d` of the polarized part of the density. -/
theorem fit_exists_and_displaced {k w d : ℝ} (hk : 0 < k) (hw0 : 0 < w) (hw1 : w < 1)
    (hd : 0 < d) :
    (∃ c, IsFit k w d c) ∧ ∀ c, IsFit k w d c → 0 < c ∧ c < d := by
  constructor
  · -- the maximum over the segment between the centres is a global one
    have hcont : ContinuousOn (overlap k w d) (Set.Icc 0 d) :=
      fun x _ => (hasDerivAt_overlap k w d x).continuousAt.continuousWithinAt
    obtain ⟨c, -, hc⟩ := isCompact_Icc.exists_isMaxOn (Set.nonempty_Icc.2 hd.le) hcont
    have hmax : ∀ y ∈ Set.Icc 0 d, overlap k w d y ≤ overlap k w d c := fun y hy => hc hy
    refine ⟨c, fun x => ?_⟩
    rcases lt_or_ge x 0 with hx | hx
    · refine (overlap_le_of_closer hk.le hw0.le hw1.le (y := 0) ?_ ?_).trans
        (hmax 0 ⟨le_refl 0, hd.le⟩)
      · nlinarith [sq_nonneg x]
      · nlinarith [sq_nonneg x, mul_pos (neg_pos.2 hx) hd]
    · rcases le_or_gt x d with hxd | hxd
      · exact hmax x ⟨hx, hxd⟩
      · refine (overlap_le_of_closer hk.le hw0.le hw1.le (y := d) ?_ ?_).trans
          (hmax d ⟨hd.le, le_refl d⟩)
        · nlinarith
        · nlinarith [sq_nonneg (x - d)]
  · -- the signs in the balance equation confine the fit
    intro c h
    have hb := fit_balance hk h
    have e1 := Real.exp_pos (-(k * c ^ 2))
    have e2 := Real.exp_pos (-(k * (c - d) ^ 2))
    have hw' : 0 < 1 - w := by linarith
    constructor
    · by_contra hc
      have hc' : 0 ≤ -c := by linarith
      have hdc : 0 < d - c := by linarith
      have p1 := mul_pos (mul_pos hw0 hdc) e2
      have p2 := mul_nonneg (mul_nonneg hw'.le hc') e1.le
      linarith
    · by_contra hc
      have hc' : 0 < c := by linarith
      have hdc : 0 ≤ c - d := by linarith
      have p1 := mul_nonneg (mul_nonneg hw0.le hdc) e2.le
      have p2 := mul_pos (mul_pos hw' hc') e1
      linarith
```

Q: That places the atom, but you promised a bond length. Could the atom overshoot the partner?

A: Not if $d\le L$, which is an assumption: the polarized charge is centred between the proton and the partner, or at most on the partner. Then $0<c<d\le L$ gives $|L-c|=L-c<L$. Lean keeps the absolute value, so the conclusion concerns a genuine distance.

```lean
/-- With the bond partner at `L`, not nearer to the proton than `d`, the distance from the
fitted atom to the partner is shorter than the true bond length `L`. -/
theorem fitted_bond_shortened {k w d c L : ℝ} (hk : 0 < k) (hw0 : 0 < w) (hw1 : w < 1)
    (hd : 0 < d) (hL : d ≤ L) (h : IsFit k w d c) : |L - c| < L := by
  obtain ⟨h0, h1⟩ := (fit_exists_and_displaced hk hw0 hw1 hd).2 c h
  rw [abs_lt]
  constructor <;> linarith
```

Q: Is the fit just reporting the centroid $wd$ of the density?

A: No, except possibly at $w=\tfrac12$, which these theorems leave aside. Write $A=e^{-kc^2}$ and $B=e^{-k(c-d)^2}$, and take $w<\tfrac12$. Comparing $c$ with its mirror position $d-c$ gives

$$F(c)-F(d-c)=(1-2w)(A-B)\ge0,$$

so $B\le A$. The balance then yields $(1-w)cA=w(d-c)B\le w(d-c)A$, that is, $c\le wd$. Hence $c<d/2$, the atom is strictly nearer to the proton, and $B<A$. Using the balance once more gives $c<wd$.

The steps `hle`, `hcw`, `hlt` in the proof are these three inequalities: $B\le A$, $c\le wd$, $B<A$.

```lean
/-- If less than half of the density is polarized, the fitted atom is displaced by less than
the centroid `w * d` of the density. -/
theorem fit_lt_centroid {k w d c : ℝ} (hk : 0 < k) (hw0 : 0 < w) (hw : w < 1 / 2)
    (hd : 0 < d) (h : IsFit k w d c) : c < w * d := by
  have hb := fit_balance hk h
  have e1 := Real.exp_pos (-(k * c ^ 2))
  obtain ⟨-, hcd⟩ := (fit_exists_and_displaced hk hw0 (by linarith) hd).2 c h
  have hwd : 0 < w * (d - c) := mul_pos hw0 (by linarith)
  -- comparison with the mirror position `d - c`
  have hm := h (d - c)
  unfold overlap at hm
  rw [show (d - c) ^ 2 = (c - d) ^ 2 by ring, show (d - c - d) ^ 2 = c ^ 2 by ring] at hm
  have hle : Real.exp (-(k * (c - d) ^ 2)) ≤ Real.exp (-(k * c ^ 2)) := by
    by_contra hn
    have hp := mul_pos (show 0 < 1 - 2 * w by linarith) (sub_pos.2 (not_le.1 hn))
    linarith
  have hcw : c ≤ w * d := by
    by_contra hn
    have hp := mul_pos (sub_pos.2 (not_le.1 hn)) e1
    have hq := mul_le_mul_of_nonneg_left hle hwd.le
    linarith
  -- hence `c` is nearer to the proton, and the comparison becomes strict
  have hhalf : 0 < d - 2 * c := by
    have := mul_pos (show 0 < 1 / 2 - w by linarith) hd
    linarith
  have hlt : Real.exp (-(k * (c - d) ^ 2)) < Real.exp (-(k * c ^ 2)) := by
    apply Real.exp_lt_exp.2
    have := mul_pos hk (mul_pos hd hhalf)
    linarith
  by_contra hn
  have hp := mul_nonneg (sub_nonneg.2 (not_lt.1 hn)) e1.le
  have hq := mul_lt_mul_of_pos_left hlt hwd
  linarith
```

For $w>\tfrac12$, exchange the centres: $d-c$ is a best fit for weight $1-w$, so $d-c<(1-w)d$, which is $wd<c$. The fit leans towards the heavier component more than the centroid does.

```lean
/-- If more than half of the density is polarized, the fitted atom is displaced by more than
the centroid `w * d` of the density. -/
theorem centroid_lt_fit {k w d c : ℝ} (hk : 0 < k) (hw : 1 / 2 < w) (hw1 : w < 1)
    (hd : 0 < d) (h : IsFit k w d c) : w * d < c := by
  -- exchange the two centres
  have hs : ∀ x, overlap k (1 - w) d x = overlap k w d (d - x) := by
    intro x
    unfold overlap
    rw [show (d - x) ^ 2 = (x - d) ^ 2 by ring, show (d - x - d) ^ 2 = x ^ 2 by ring]
    ring
  have h' : IsFit k (1 - w) d (d - c) := by
    intro x
    rw [hs, hs, sub_sub_cancel]
    exact h (d - x)
  have := fit_lt_centroid hk (by linarith) (by linarith) hd h'
  linarith

end

end FloatingHydrogenFit
```

```lean
#print axioms FloatingHydrogenFit.fitted_bond_shortened
#print axioms FloatingHydrogenFit.centroid_lt_fit
```

```
'FloatingHydrogenFit.fitted_bond_shortened' depends on axioms: [propext, Classical.choice, Quot.sound]
'FloatingHydrogenFit.centroid_lt_fit' depends on axioms: [propext, Classical.choice, Quot.sound]
```

Q: Where would I meet this in an actual refinement?

A: In X-ray refinements with spherical atoms, where bonds to hydrogen come out shorter than the internuclear distances from neutron diffraction; the theorem reproduces the sign of that effect for a static, on-axis, two-Gaussian density. A common remedy is to reset the hydrogen position to a neutron-based distance, or to refine with aspherical scattering factors. Real data add thermal motion, finite resolution, weights and missing phases, all absent here.

Q: My optimizer follows a gradient. It may stop at a local maximum, and `IsFit` is global.

A: With well-separated centres $F$ can indeed have two local maxima. The sign argument, however, uses only the balance, and the balance needs only $F'(c)=0$. By the same reasoning every stationary point lies strictly between $0$ and $d$, a neighbouring result that the file does not state as a theorem. A local search that ends at a stationary point of this model thus also shortens the bond when $d\le L$. A small gradient alone is not enough, since $F'$ also tends to zero far from both centres. The centroid comparison does not carry over in this way, because it relies on $c$ being at least as good as its mirror position.
